# A random sign vector is orthogonal to a fixed nonzero real vector with probability at most one half

An iterative eigensolver needs a starting vector, and a cheap choice is a vector of random signs. On a two-site molecule there are four such starts: $(1,1)$, $(-1,-1)$, $(1,-1)$ and $(-1,1)$. If the wanted state is the antibonding orbital $(1,-1)/\sqrt2$, the first two have no overlap with it at all. How likely is such a miss for a general real target, and which targets are worst?

## Sign starts and misses

The sites form a finite type `ι` with $n$ elements, and the target is a real vector $u$ on them.

```lean
import Mathlib

open Matrix

namespace RandomSignStart

noncomputable section

variable {ι : Type*} [Fintype ι] [DecidableEq ι]
```

A start is encoded by a string $z$ of $n$ bits. Its sign vector $s(z)$ has entry $1$ where the bit is true and $-1$ where it is false. It has length $\sqrt n$, but normalising it, or the target, does not change whether the overlap vanishes.

```lean
/-- The starting vector with entries 1 and -1 encoded by a string of bits. -/
def signVector (z : ι → Bool) : ι → ℝ := fun i => if z i then 1 else -1
```

The basic move reverses the sign at one site $k$.

```lean
/-- Reverse the sign at site `k` and keep all others. -/
def flipSign (k : ι) (z : ι → Bool) : ι → Bool := Function.update z k (!z k)
```

A miss is a string with $u\cdot s(z)=\sum_i u_i s_i(z)=0$. This is exact orthogonality; small nonzero overlaps do not count.

```lean
/-- The sign strings whose starting vector has zero overlap with the target `u`. -/
def misses (u : ι → ℝ) : Finset (ι → Bool) :=
  Finset.univ.filter fun z => u ⬝ᵥ signVector z = 0
```

All $2^n$ strings are equally likely, so the miss probability is the number of misses divided by $2^n$.

```lean
/-- The probability that a uniformly random sign vector is orthogonal to the target `u`. -/
def missProbability (u : ι → ℝ) : ℝ := ((misses u).card : ℝ) / 2 ^ Fintype.card ι
```

The antibonding combination of sites $i$ and $j$ is written without its factor $1/\sqrt2$, as $e_i-e_j$, where $e_i$ is the unit vector on site $i$.

```lean
/-- The unnormalised antibonding combination of sites `i` and `j`. -/
def antibonding (i j : ι) : ι → ℝ := Pi.single i 1 - Pi.single j 1
```

## Pairing each miss with a non-miss

Since $s_i=\pm1$, we have $s_i^2=1$. The proof checks both values of the bit.

```lean
omit [Fintype ι] [DecidableEq ι] in
/-- Every entry of a sign vector has square one. -/
theorem signVector_sq (z : ι → Bool) (i : ι) : signVector z i ^ 2 = 1 := by
  cases h : z i <;> simp [signVector, h]
```

Reversing site $k$ replaces the contribution $u_ks_k$ by $-u_ks_k$, so the overlap becomes
$$u\cdot s-2u_ks_k .$$
In Lean, the flipped vector is first written as $s-2s_ke_k$, entry by entry, and the dot product is then expanded.

```lean
/-- Reversing the sign at site `k` changes the overlap by minus twice the contribution
of that site. -/
theorem overlap_flipSign (u : ι → ℝ) (k : ι) (z : ι → Bool) :
    u ⬝ᵥ signVector (flipSign k z) = u ⬝ᵥ signVector z - 2 * u k * signVector z k := by
  have h : signVector (flipSign k z)
      = signVector z - Pi.single k (2 * signVector z k) := by
    ext i
    by_cases hi : i = k
    · subst hi
      cases hz : z i <;> simp [signVector, flipSign, hz] <;> norm_num
    · simp [signVector, flipSign, hi]
  rw [h, dotProduct_sub, dotProduct_single]
  ring
```

Suppose $u_k\neq0$. If $z$ is a miss, its partner has overlap $-2u_ks_k\neq0$ and is not a miss. The set $M$ of misses and the set of their partners are therefore disjoint. Flipping twice restores the string, so the two sets have equal size and their union has $2|M|$ elements. The choice of site matters: where $u_k=0$, flipping turns a miss into another miss.

```lean
/-- If the target has weight on site `k`, the misses and their partners flipped at `k`
are together twice as many as the misses. -/
theorem card_misses_union_flip {u : ι → ℝ} {k : ι} (hk : u k ≠ 0) :
    (misses u ∪ (misses u).image (flipSign k)).card = 2 * (misses u).card := by
  have hinv : Function.Involutive (flipSign k) := fun z => by simp [flipSign]
  have hdisj : Disjoint (misses u) ((misses u).image (flipSign k)) := by
    refine Finset.disjoint_left.2 fun w hw hw' => ?_
    obtain ⟨z, hz, rfl⟩ := Finset.mem_image.1 hw'
    simp only [misses, Finset.mem_filter, Finset.mem_univ, true_and] at hw hz
    rw [overlap_flipSign, hz] at hw
    have hs : signVector z k ≠ 0 := by
      intro h0
      have h1 := signVector_sq z k
      rw [h0] at h1
      norm_num at h1
    exact mul_ne_zero hk hs (by linarith)
  rw [Finset.card_union_of_disjoint hdisj,
    Finset.card_image_of_injective _ hinv.injective, two_mul]
```

A nonzero target has some site with $u_k\neq0$. The union fits among the $2^n$ strings, so $2|M|\le2^n$, and dividing gives a probability of at most $1/2$.

```lean
/-- A random sign start is orthogonal to a given nonzero target with probability at most
one half. -/
theorem missProbability_le_half {u : ι → ℝ} (hu : u ≠ 0) : missProbability u ≤ 1 / 2 := by
  obtain ⟨k, hk⟩ := Function.ne_iff.1 hu
  have h := Finset.card_le_univ (misses u ∪ (misses u).image (flipSign k))
  rw [card_misses_union_flip hk, Fintype.card_fun, Fintype.card_bool] at h
  have h' : (2 : ℝ) * (misses u).card ≤ 2 ^ Fintype.card ι := by exact_mod_cast h
  rw [missProbability, div_le_iff₀ (by positivity)]
  linarith
```

For example, take $u=(1,1,2)$. The misses are $(1,1,-1)$ and $(-1,-1,1)$, so the probability is $2/8=1/4$. Flipping the third site gives $(1,1,1)$ and $(-1,-1,-1)$, with overlaps $4$ and $-4$. Misses and partners together make up four of the eight strings.

## Targets that reach one half

The bound is attained when the union fills the whole set of strings. For $u_k\ne0$, this means that for every $z$, either $z$ or its partner flipped at $k$ is a miss. The proof turns the probability into a cardinality, then the cardinality into membership for every string.

```lean
/-- If the target has weight on site `k`, the miss probability is one half exactly when
each sign vector or its partner flipped at `k` is a miss. -/
theorem half_iff_flip {u : ι → ℝ} {k : ι} (hk : u k ≠ 0) :
    missProbability u = 1 / 2 ↔
      ∀ z, u ⬝ᵥ signVector z = 0 ∨ u ⬝ᵥ signVector (flipSign k z) = 0 := by
  have hinv : Function.Involutive (flipSign k) := fun z => by simp [flipSign]
  have hcard : ((misses u).card : ℝ) * 2 = 2 ^ Fintype.card ι ↔
      (misses u ∪ (misses u).image (flipSign k)).card = Fintype.card (ι → Bool) := by
    rw [card_misses_union_flip hk, Fintype.card_fun, Fintype.card_bool,
      mul_comm ((misses u).card : ℝ) 2]
    constructor <;> intro h <;> exact_mod_cast h
  rw [missProbability, div_eq_div_iff (by positivity) two_ne_zero, one_mul, hcard,
    Finset.card_eq_iff_eq_univ, Finset.eq_univ_iff_forall]
  refine forall_congr' fun z => ?_
  constructor
  · intro h
    rcases Finset.mem_union.1 h with h | h
    · left
      simpa [misses] using h
    · obtain ⟨w, hw, rfl⟩ := Finset.mem_image.1 h
      right
      rw [hinv w]
      simpa [misses] using hw
  · rintro (h | h)
    · exact Finset.mem_union_left _ (by simpa [misses] using h)
    · exact Finset.mem_union_right _
        (Finset.mem_image.2 ⟨flipSign k z, by simpa [misses] using h, hinv z⟩)
```

Now let the probability be $1/2$. Then $u\neq0$, because the zero vector is always missed, and the criterion supplies a miss $z$. Write $c_a=u_as_a(z)$ for the contribution of site $a$.

Take two different occupied sites $a$ and $b$, meaning $u_a,u_b\ne0$. After flipping $a$ the overlap is $-2c_a\ne0$. The criterion at $b$ then requires that flipping $b$ as well gives a miss:
$$-2c_a-2c_b=0,\qquad\text{so}\qquad c_a+c_b=0 .$$
This is `key` in the proof. It leaves exactly two occupied sites:

- A single occupied site $i$ would give overlap $c_i\neq0$, contradicting the miss.
- Three occupied sites $i,j,k$ would give $c_i+c_j=c_k+c_i=c_k+c_j=0$, hence $c_i=0$, a contradiction.

For the two that remain, $c_i^2=c_j^2$, and $s_i^2=s_j^2=1$ gives $|u_i|=|u_j|$.

Conversely, let $u$ live on two such sites. For any $z$, the overlaps before and after flipping $i$ multiply to
$$(c_i+c_j)(-c_i+c_j)=c_j^2-c_i^2=u_j^2-u_i^2=0,$$
so one of them vanishes. The `linear_combination` steps carry out these two calculations with squares.

The condition `u i ≠ 0` in the statement is easily forgotten. Without it, the zero vector on two sites would meet the description, although its miss probability is $1$.

```lean
/-- The miss probability is one half exactly when the target lives on two sites with
amplitudes of equal nonzero magnitude. -/
theorem missProbability_eq_half_iff (u : ι → ℝ) :
    missProbability u = 1 / 2 ↔
      ∃ i j, i ≠ j ∧ u i ≠ 0 ∧ |u i| = |u j| ∧ ∀ k, k ≠ i → k ≠ j → u k = 0 := by
  constructor
  · intro h
    have hex : ∃ i, u i ≠ 0 := by
      by_contra hn
      have hu : u = 0 := by
        ext i
        by_contra hi
        exact hn ⟨i, hi⟩
      rw [hu] at h
      norm_num [missProbability, misses] at h
    obtain ⟨i, hi⟩ := hex
    obtain ⟨z, hz⟩ : ∃ z, u ⬝ᵥ signVector z = 0 :=
      ((half_iff_flip hi).1 h fun _ => true).elim (fun h => ⟨_, h⟩) (fun h => ⟨_, h⟩)
    have hne : ∀ a, u a ≠ 0 → u a * signVector z a ≠ 0 := by
      intro a ha h0
      have h1 := signVector_sq z a
      rcases mul_eq_zero.1 h0 with h2 | h2
      · exact ha h2
      · rw [h2] at h1
        norm_num at h1
    -- the contributions of any two occupied sites cancel
    have key : ∀ a b, a ≠ b → u a ≠ 0 → u b ≠ 0 →
        u a * signVector z a + u b * signVector z b = 0 := by
      intro a b hab ha hb
      have hsb : signVector (flipSign a z) b = signVector z b := by
        simp [signVector, flipSign, hab.symm]
      rcases (half_iff_flip hb).1 h (flipSign a z) with h1 | h1
      · rw [overlap_flipSign, hz] at h1
        exact absurd (by linarith) (hne a ha)
      · rw [overlap_flipSign, overlap_flipSign, hz, hsb] at h1
        linarith
    obtain ⟨j, hji, hj⟩ : ∃ j, j ≠ i ∧ u j ≠ 0 := by
      by_contra hn
      have hs : u ⬝ᵥ signVector z = u i * signVector z i := by
        refine Fintype.sum_eq_single i fun b hb => ?_
        have hb0 : u b = 0 := by
          by_contra h0
          exact hn ⟨b, hb, h0⟩
        rw [hb0, zero_mul]
      exact hne i hi (hs ▸ hz)
    have hij := key i j hji.symm hi hj
    refine ⟨i, j, hji.symm, hi, (sq_eq_sq_iff_abs_eq_abs _ _).1 ?_, fun k hki hkj => ?_⟩
    · linear_combination (u i * signVector z i - u j * signVector z j) * hij
        - u i ^ 2 * signVector_sq z i + u j ^ 2 * signVector_sq z j
    · by_contra hk
      have h1 := key k i hki hk hi
      have h2 := key k j hkj hk hj
      exact hne i hi (by linarith)
  · rintro ⟨i, j, hij, hi, habs, hrest⟩
    refine (half_iff_flip hi).2 fun z => ?_
    have hs : u ⬝ᵥ signVector z = u i * signVector z i + u j * signVector z j :=
      Fintype.sum_eq_add i j hij fun k hk => by rw [hrest k hk.1 hk.2, zero_mul]
    have hsq := (sq_eq_sq_iff_abs_eq_abs _ _).2 habs
    -- the two overlaps multiply to a difference of equal squares
    rw [overlap_flipSign, hs]
    apply mul_eq_zero.1
    linear_combination u j ^ 2 * signVector_sq z j - u i ^ 2 * signVector_sq z i - hsq
```

The antibonding combination has amplitudes $1$ and $-1$ on two distinct sites and zero elsewhere, so it is a worst case, however many other sites there are.

```lean
/-- A random sign start misses the antibonding combination of two distinct sites with
probability exactly one half. -/
theorem missProbability_antibonding {i j : ι} (hij : i ≠ j) :
    missProbability (antibonding i j) = 1 / 2 := by
  refine (missProbability_eq_half_iff _).2 ⟨i, j, hij, ?_, ?_, fun k hki hkj => ?_⟩
  · simp [antibonding, hij]
  · simp [antibonding, hij, hij.symm]
  · simp [antibonding, hki, hkj]
```

## Repeating the start

Let the target be nonzero, and draw $m$ starts independently. The choices in which all of them miss form a product of $m$ copies of $M$, so their fraction is $(|M|/2^n)^m\le2^{-m}$. The theorem states this as a count over all families of $m$ strings.

```lean
/-- Among all choices of `m` sign starts, the fraction in which every start misses a given
nonzero target is at most one half to the power `m`. -/
theorem repeated_starts {u : ι → ℝ} (hu : u ≠ 0) (m : ℕ) :
    ((Finset.univ.filter fun Z : Fin m → ι → Bool =>
      ∀ a, u ⬝ᵥ signVector (Z a) = 0).card : ℝ) / (2 ^ Fintype.card ι) ^ m
      ≤ (1 / 2) ^ m := by
  have h : (Finset.univ.filter fun Z : Fin m → ι → Bool =>
      ∀ a, u ⬝ᵥ signVector (Z a) = 0) = Fintype.piFinset fun _ => misses u := by
    ext Z
    simp [misses, Fintype.mem_piFinset]
  have hc : (Fintype.piFinset fun _ : Fin m => misses u).card = (misses u).card ^ m := by
    simp [Fintype.card_piFinset]
  rw [h, hc, Nat.cast_pow, ← div_pow]
  have h0 : 0 ≤ missProbability u := by
    unfold missProbability
    positivity
  exact pow_le_pow_left₀ h0 (missProbability_le_half hu) m
```

## What a miss does to an iteration

Let $A$ be a real symmetric matrix with $Av=\lambda v$ (`l` in the code), and let $v\cdot x=0$. If $v\cdot A^kx=0$, then
$$v\cdot A^{k+1}x=(A^{\mathsf T}v)\cdot A^kx=\lambda\,v\cdot A^kx=0 .$$
Induction on $k$ covers every power. The entries are real numbers; floating-point rounding may reintroduce the missing component.

```lean
/-- If a start is orthogonal to an eigenvector of a real symmetric matrix, so is every
power of the matrix applied to that start. -/
theorem miss_persists {A : Matrix ι ι ℝ} (hA : Aᵀ = A) {v x : ι → ℝ} {l : ℝ}
    (hv : A *ᵥ v = l • v) (hx : v ⬝ᵥ x = 0) (k : ℕ) : v ⬝ᵥ (A ^ k *ᵥ x) = 0 := by
  induction k with
  | zero => simpa using hx
  | succ k ih =>
    rw [pow_succ', ← Matrix.mulVec_mulVec, Matrix.dotProduct_mulVec,
      ← Matrix.mulVec_transpose, hA, hv, smul_dotProduct, ih, smul_zero]
```

If the eigenvalue is degenerate, missing one eigenvector need not mean missing the whole eigenspace. The two-site Hückel matrix, a non-interacting model, has no such escape. Its constant $\alpha$ is the energy of an electron on one site, and $\beta$ is the coupling that lets it move between the sites. In the usual convention $\beta$ is negative, which makes $\alpha-\beta$ the upper, antibonding level; the algebra needs only $\beta\neq0$. The first row of the eigenvalue equation at $\alpha-\beta$ reads
$$\alpha x_0+\beta x_1=(\alpha-\beta)x_0 ,$$
so $\beta\neq0$ gives $x_1=-x_0$. Substitution confirms that every multiple of $(1,-1)$ solves both rows. The eigenspace is a single line, and in this model power iteration with real numbers, started from one random sign vector, has probability one half of never acquiring any antibonding component.

```lean
/-- For the two-site Hückel matrix with nonzero coupling `β`, the solutions of the
eigenvalue equation at `α - β` are exactly the multiples of the antibonding vector. -/
theorem huckel_antibonding_simple (α : ℝ) {β : ℝ} (hβ : β ≠ 0) (x : Fin 2 → ℝ) :
    !![α, β; β, α] *ᵥ x = (α - β) • x ↔ ∃ c : ℝ, x = c • antibonding 0 1 := by
  constructor
  · intro h
    have h0 : α * x 0 + β * x 1 = (α - β) * x 0 := by
      simpa [Matrix.mulVec, dotProduct, Fin.sum_univ_two] using congrFun h 0
    have h1 : x 1 = -x 0 := mul_left_cancel₀ hβ (by linear_combination h0)
    refine ⟨x 0, ?_⟩
    ext i
    fin_cases i <;> simp [antibonding, h1]
  · rintro ⟨c, rfl⟩
    ext i
    fin_cases i <;>
      simp [antibonding, Matrix.mulVec, dotProduct, Fin.sum_univ_two] <;> ring

end

end RandomSignStart
```

```lean
#print axioms RandomSignStart.missProbability_le_half
#print axioms RandomSignStart.missProbability_antibonding
#print axioms RandomSignStart.miss_persists
#print axioms RandomSignStart.huckel_antibonding_simple
```

```
'RandomSignStart.missProbability_le_half' depends on axioms: [propext, Classical.choice, Quot.sound]
'RandomSignStart.missProbability_antibonding' depends on axioms: [propext, Classical.choice, Quot.sound]
'RandomSignStart.miss_persists' depends on axioms: [propext, Classical.choice, Quot.sound]
'RandomSignStart.huckel_antibonding_simple' depends on axioms: [propext, Classical.choice, Quot.sound]
```
